# Generalized Kohn theorem: internal interactions do not shift the centre-of-mass frequencies of a parabolic trap in a uniform magnetic field

Electrons in a flat parabolic quantum dot repel one another while a perpendicular magnetic field bends their paths. Long-wavelength light pushes all of them alike, so it couples to their total position. Does the repulsion change the frequencies at which this collective motion responds?

It does not, provided that the interaction commutes with the total position and the total kinetic momentum. For cyclotron frequency \(B\) and a circular trap of frequency \(\omega\), the frequencies, with signs that give the sense of rotation, are

\[
w=\frac B2\pm\sqrt{\frac{B^2}{4}+\omega^2}.
\]

The argument uses only commutators, so the operators can be elements of an abstract complex algebra.

In Lean 4 with Mathlib:

```lean
import Mathlib

open Complex

/-! The canonical relations below are realised by differential operators in Landau gauge,
`px = -i∂x`, `py = -i∂y + Bx`; this instance is not constructed here. -/

namespace GeneralizedKohn

noncomputable section
```

## Particles, field and interaction

Particle \(j\) has position \((x_j,y_j)\) and kinetic momentum \((\pi_{x,j},\pi_{y,j})\), written `P.px j` and `P.py j` in the code. The label type `ι` is finite, and `𝒜` is the operator algebra.

```lean
/-- Planar positions `x, y` and kinetic momenta `px, py` of particles labelled by `ι`. -/
structure Particles (ι 𝒜 : Type*) where
  x : ι → 𝒜
  y : ι → 𝒜
  px : ι → 𝒜
  py : ι → 𝒜
```

The commutator is \([a,b]=ab-ba\).

```lean
variable {ι 𝒜 : Type*} [Fintype ι] [Ring 𝒜] [Algebra ℂ 𝒜]

/-- The commutator `[a, b]`. -/
def comm (a b : 𝒜) : 𝒜 := a * b - b * a
```

Capital letters denote totals: \(X=\sum_j x_j\), \(\Pi_x=\sum_j\pi_{x,j}\), and likewise \(Y\) and \(\Pi_y\).

```lean
/-- The total of a one-particle quantity. -/
def tot (f : ι → 𝒜) : 𝒜 := ∑ j, f j
```

In units with \(\hbar=1\) and unit mass, the nonzero commutators are

\[
[x_j,\pi_{x,k}]=[y_j,\pi_{y,k}]=i\delta_{jk},\qquad
[\pi_{x,j},\pi_{y,k}]=-iB\,\delta_{jk}.
\]

For electrons in a field along \(+z\), \(B\) is the cyclotron frequency. All particles share the same mass and charge. These relations are hypotheses on the algebra, which has no inner product, operator domains or particle statistics.

```lean
/-- Commutation relations of charged particles in a uniform magnetic field `B`. -/
structure IsMagnetic [DecidableEq ι] (P : Particles ι 𝒜) (B : ℝ) : Prop where
  xx : ∀ j k, comm (P.x j) (P.x k) = 0
  xy : ∀ j k, comm (P.x j) (P.y k) = 0
  yy : ∀ j k, comm (P.y j) (P.y k) = 0
  x_py : ∀ j k, comm (P.x j) (P.py k) = 0
  y_px : ∀ j k, comm (P.y j) (P.px k) = 0
  px_px : ∀ j k, comm (P.px j) (P.px k) = 0
  py_py : ∀ j k, comm (P.py j) (P.py k) = 0
  x_px : ∀ j k, comm (P.x j) (P.px k) = if j = k then I • (1 : 𝒜) else 0
  y_py : ∀ j k, comm (P.y j) (P.py k) = if j = k then I • (1 : 𝒜) else 0
  px_py : ∀ j k, comm (P.px j) (P.py k) = if j = k then (-(I * B)) • (1 : 𝒜) else 0
```

The interaction \(V\) must commute with \(X\), \(Y\), \(\Pi_x\) and \(\Pi_y\). Physically, it exerts no net force on the centre of mass. A Coulomb repulsion depending only on relative positions is the standard example, but here the four commutators are assumed for an element `V` and not derived from a potential.

```lean
/-- An interaction that commutes with the total positions and kinetic momenta. -/
structure IsInternal (P : Particles ι 𝒜) (V : 𝒜) : Prop where
  x : comm V (tot P.x) = 0
  y : comm V (tot P.y) = 0
  px : comm V (tot P.px) = 0
  py : comm V (tot P.py) = 0
```

Each particle has the energy

\[
h_j=\tfrac12(\pi_{x,j}^2+\pi_{y,j}^2)+\tfrac{\omega^2}{2}(x_j^2+y_j^2).
\]

```lean
/-- Energy of one particle in the field and in a parabolic trap of frequency `ω`. -/
def oneBody (P : Particles ι 𝒜) (ω : ℝ) (j : ι) : 𝒜 :=
  (1 / 2 : ℂ) • (P.px j ^ 2 + P.py j ^ 2) + ((ω : ℂ) ^ 2 / 2) • (P.x j ^ 2 + P.y j ^ 2)
```

The Hamiltonian is \(H=\sum_j h_j+V\), with \(V\) added once, outside the sum.

```lean
/-- Hamiltonian of the trapped particles with interaction `V`. -/
def hamiltonian (P : Particles ι 𝒜) (ω : ℝ) (V : 𝒜) : 𝒜 := ∑ j, oneBody P ω j + V
```

## Circular collective variables

The field rotates the velocity, which suggests the combination \(D=X+iY\).

```lean
/-- The circular dipole operator `X + iY`. -/
def dipole (P : Particles ι 𝒜) : 𝒜 := tot P.x + I • tot P.y
```

Its momentum partner is \(\Pi=\Pi_x+i\Pi_y\).

```lean
/-- The circular total kinetic momentum `Πx + iΠy`. -/
def momentum (P : Particles ι 𝒜) : 𝒜 := tot P.px + I • tot P.py
```

An eigenoperator satisfies \([H,A]=wA\), so in the Heisenberg picture it evolves as \(e^{iwt}A\) and \(w\) is its frequency. The candidate is \(A=\Pi+i(w-B)D\), with \(w\) a complex number still to be determined. Each \(w\) has its own \(A\).

```lean
/-- The collective operator `A = Πx + iΠy + i(w - B)(X + iY)`. -/
def kohnMode (P : Particles ι 𝒜) (B : ℝ) (w : ℂ) : 𝒜 :=
  momentum P + (I * (w - B)) • dipole P
```

A total such as \(X\) has the same scalar commutators with the variables of every particle. The predicate `Shifts` records them for an operator \(S\):

\[
[\pi_{x,j},S]=a,\quad[\pi_{y,j},S]=b,\quad[x_j,S]=c,\quad[y_j,S]=d .
\]

```lean
/-- `S` has the same scalar commutators `a, b, c, d` with `px, py, x, y` of every particle. -/
def Shifts (P : Particles ι 𝒜) (S : 𝒜) (a b c d : ℂ) : Prop :=
  ∀ j, comm (P.px j) S = a • (1 : 𝒜) ∧ comm (P.py j) S = b • (1 : 𝒜) ∧
    comm (P.x j) S = c • (1 : 𝒜) ∧ comm (P.y j) S = d • (1 : 𝒜)
```

The two expected frequencies are real numbers. First the upper one, \(B/2+\sqrt{B^2/4+\omega^2}\):

```lean
/-- The upper root `B/2 + √(B²/4 + ω²)`. -/
def upperFreq (B ω : ℝ) : ℝ := B / 2 + Real.sqrt (B ^ 2 / 4 + ω ^ 2)
```

The lower one has the minus sign:

```lean
/-- The lower root `B/2 - √(B²/4 + ω²)`. -/
def lowerFreq (B ω : ℝ) : ℝ := B / 2 - Real.sqrt (B ^ 2 / 4 + ω ^ 2)
```

## From one particle to the total

Linearity in the second entry, \([a,b+zc]=[a,b]+z[a,c]\), lets the circular combinations be treated component by component.

```lean
/-- The commutator is complex linear in its second entry. -/
theorem comm_add_smul (a b c : 𝒜) (z : ℂ) :
    comm a (b + z • c) = comm a b + z • comm a c := by
  simp only [comm, mul_add, add_mul, mul_smul_comm, smul_mul_assoc, smul_sub]
  abel
```

If \([u,S]=z\) is a scalar, then

\[
[u^2,S]=u[u,S]+[u,S]u=2zu .
\]

The factor 2 cancels the halves in \(h_j\), so

\[
[h_j,S]=a\pi_{x,j}+b\pi_{y,j}+\omega^2c\,x_j+\omega^2d\,y_j .
\]

Summing over \(j\) and using \([V,S]=0\) gives

\[
[H,S]=a\Pi_x+b\Pi_y+\omega^2cX+\omega^2dY .
\]

In the proof, `hsq` is the rule for squares, `one` is the one-particle result, and the last lines sum it.

```lean
variable {P : Particles ι 𝒜} {B : ℝ} {V : 𝒜}

/-- Commutator of the Hamiltonian with an operator that shifts all particles alike and
commutes with the interaction. -/
theorem hamiltonian_commutator (ω : ℝ) {S : 𝒜} {a b c d : ℂ}
    (hS : Shifts P S a b c d) (hV : comm V S = 0) :
    comm (hamiltonian P ω V) S = a • tot P.px + b • tot P.py +
      ((ω : ℂ) ^ 2 * c) • tot P.x + ((ω : ℂ) ^ 2 * d) • tot P.y := by
  have hsq : ∀ (u : 𝒜) (z : ℂ), comm u S = z • (1 : 𝒜) → comm (u ^ 2) S = (2 * z) • u := by
    intro u z h
    have e : comm (u ^ 2) S = u * comm u S + comm u S * u := by
      simp only [comm, pow_two, mul_sub, sub_mul, mul_assoc]
      abel
    rw [e, h, mul_smul_comm, smul_mul_assoc, mul_one, one_mul, ← add_smul, two_mul]
  have one : ∀ j, comm (oneBody P ω j) S = a • P.px j + b • P.py j +
      ((ω : ℂ) ^ 2 * c) • P.x j + ((ω : ℂ) ^ 2 * d) • P.y j := by
    intro j
    obtain ⟨h1, h2, h3, h4⟩ := hS j
    have e : comm (oneBody P ω j) S =
        (1 / 2 : ℂ) • (comm (P.px j ^ 2) S + comm (P.py j ^ 2) S) +
        ((ω : ℂ) ^ 2 / 2) • (comm (P.x j ^ 2) S + comm (P.y j ^ 2) S) := by
      simp only [oneBody, comm, add_mul, mul_add, smul_mul_assoc, mul_smul_comm]
      module
    rw [e, hsq _ _ h1, hsq _ _ h2, hsq _ _ h3, hsq _ _ h4]
    module
  have e : comm (hamiltonian P ω V) S = ∑ j, comm (oneBody P ω j) S + comm V S := by
    simp only [hamiltonian, comm, add_mul, mul_add, Finset.sum_mul, Finset.mul_sum,
      Finset.sum_sub_distrib]
    abel
  rw [e, hV, add_zero, Finset.sum_congr rfl (fun j _ => one j)]
  simp only [tot, Finset.sum_add_distrib, Finset.smul_sum]
```

The scalars for the four totals follow from \([u,\sum_k v_k]=\sum_k[u,v_k]\), where the Kronecker delta leaves only the term \(k=j\):

\[
\begin{array}{c|cccc}
S&a&b&c&d\\ \hline
X&-i&0&0&0\\
Y&0&-i&0&0\\
\Pi_x&0&iB&i&0\\
\Pi_y&-iB&0&0&i
\end{array}
\]

The entry \(iB\) is \([\pi_{y,j},\Pi_x]\), with the order reversed relative to the defining relation. Giving both magnetic entries the wrong sign replaces \(B\) by \(-B\) in the equations of motion. The resulting frequencies have the right magnitudes but the wrong signs, so comparing magnitudes alone will not reveal the slip.

The proof distributes commutators over sums with `e`, reverses them with `n`, and lets `simp` evaluate all sixteen entries.

```lean
variable [DecidableEq ι]

/-- The total positions and momenta have the same scalar commutators with the variables of
every particle. -/
theorem totals_shift (h : IsMagnetic P B) :
    Shifts P (tot P.x) (-I) 0 0 0 ∧ Shifts P (tot P.y) 0 (-I) 0 0 ∧
    Shifts P (tot P.px) 0 (I * B) I 0 ∧ Shifts P (tot P.py) (-(I * B)) 0 0 I := by
  have e : ∀ (a : 𝒜) (b : ι → 𝒜), comm a (∑ k, b k) = ∑ k, comm a (b k) := by
    intro a b
    simp only [comm, Finset.mul_sum, Finset.sum_mul, Finset.sum_sub_distrib]
  have n : ∀ {a b c : 𝒜}, comm a b = c → comm b a = -c := by
    rintro a b _ rfl
    simp only [comm, neg_sub]
  have r1 := fun j k => n (h.xy j k)
  have r2 := fun j k => n (h.x_py j k)
  have r3 := fun j k => n (h.y_px j k)
  have r4 := fun j k => n (h.x_px j k)
  have r5 := fun j k => n (h.y_py j k)
  have r6 := fun j k => n (h.px_py j k)
  refine ⟨?_, ?_, ?_, ?_⟩ <;> intro j <;> refine ⟨?_, ?_, ?_, ?_⟩ <;>
    simp only [tot, e, h.xx, h.xy, h.yy, h.x_py, h.y_px, h.px_px, h.py_py, h.x_px, h.y_py,
      h.px_py, r1, r2, r3, r4, r5, r6, Finset.sum_neg_distrib, Finset.sum_const_zero,
      Finset.sum_ite_eq, Finset.sum_ite_eq', Finset.mem_univ, ↓reduceIte, neg_smul,
      neg_neg, neg_zero, zero_smul]
```

## Equations of motion without the interaction

The table gives \([H,X]=-i\Pi_x\) and \([H,Y]=-i\Pi_y\), hence

\[
[H,D]=-i\Pi .
\]

For the momenta,

\[
[H,\Pi_x]=iB\Pi_y+i\omega^2X,\qquad
[H,\Pi_y]=-iB\Pi_x+i\omega^2Y .
\]

Adding \(i\) times the second to the first gives

\[
[H,\Pi]=B\Pi+i\omega^2D .
\]

The interaction has disappeared from both equations. In the code, `module` collects coefficients, while `hI` supplies \(i^2=-1\).

```lean
/-- The circular dipole and momentum obey closed linear equations of motion that do not
contain the interaction. -/
theorem collective_motion (ω : ℝ) (h : IsMagnetic P B) (hV : IsInternal P V) :
    comm (hamiltonian P ω V) (dipole P) = (-I) • momentum P ∧
    comm (hamiltonian P ω V) (momentum P) =
      (B : ℂ) • momentum P + (I * (ω : ℂ) ^ 2) • dipole P := by
  obtain ⟨s1, s2, s3, s4⟩ := totals_shift h
  have hI : I • I • tot P.px = -tot P.px := by rw [smul_smul, I_mul_I, neg_one_smul]
  constructor
  · rw [dipole, comm_add_smul, hamiltonian_commutator ω s1 hV.x,
      hamiltonian_commutator ω s2 hV.y, momentum]
    module
  · rw [momentum, comm_add_smul, hamiltonian_commutator ω s3 hV.px,
      hamiltonian_commutator ω s4 hV.py, dipole]
    linear_combination (norm := module) (-(B : ℂ)) • hI
```

## The two frequencies

Put \(s=\sqrt{B^2/4+\omega^2}\). Since \(s^2=B^2/4+\omega^2\),

\[
w^2-Bw-\omega^2=\left(w-\tfrac B2-s\right)\left(w-\tfrac B2+s\right).
\]

The product vanishes exactly when one factor does. Here \(w\) ranges over all complex numbers, so complex frequencies are excluded as well.

```lean
omit [DecidableEq ι] in
/-- The roots of `w² - Bw - ω² = 0` are `B/2 ± √(B²/4 + ω²)`. -/
theorem kohn_roots (B ω : ℝ) (w : ℂ) :
    w ^ 2 - B * w - (ω : ℂ) ^ 2 = 0 ↔ w = upperFreq B ω ∨ w = lowerFreq B ω := by
  have hs : Real.sqrt (B ^ 2 / 4 + ω ^ 2) ^ 2 = B ^ 2 / 4 + ω ^ 2 :=
    Real.sq_sqrt (by positivity)
  rw [upperFreq, lowerFreq]
  generalize Real.sqrt (B ^ 2 / 4 + ω ^ 2) = s at hs ⊢
  have hc : (s : ℂ) ^ 2 = (B : ℂ) ^ 2 / 4 + (ω : ℂ) ^ 2 := by exact_mod_cast hs
  push_cast
  constructor
  · intro h
    have hm : (w - ((B : ℂ) / 2 + s)) * (w - ((B : ℂ) / 2 - s)) = 0 := by
      linear_combination h - hc
    exact (mul_eq_zero.mp hm).imp sub_eq_zero.mp sub_eq_zero.mp
  · rintro (h | h) <;> rw [h] <;> linear_combination hc
```

The equations of motion now give

\[
[H,A]=B\Pi+i\omega^2D+(w-B)\Pi=w\Pi+i\omega^2D,
\]

and subtracting \(wA=w\Pi+iw(w-B)D\) leaves

\[
[H,A]-wA=i\bigl(\omega^2-w(w-B)\bigr)D .
\]

If \(w\) is one of the two roots, the right-hand side vanishes. Conversely, suppose that it vanishes. Since \([\pi_{x,j},D]=-i\), taking its commutator with one \(\pi_{x,j}\) gives

\[
\bigl(\omega^2-w(w-B)\bigr)\,1=0 .
\]

In a nontrivial algebra \(1\neq0\), so \(w\) is a root. This direction needs a particle: with none, \(A=0\) and every \(w\) would satisfy the equation.

The theorem states this equivalence for every \(V\) satisfying `IsInternal`. In its proof, `e` is the displayed difference, `t` is the commutator with \(D\), and `c` is the vanishing coefficient.

```lean
/-- Generalized Kohn theorem: the collective operator `A` satisfies `[H, A] = wA` exactly
when `w = B/2 ± √(B²/4 + ω²)`, for every internal interaction. -/
theorem generalized_kohn [Nonempty ι] [Nontrivial 𝒜] (ω : ℝ) (h : IsMagnetic P B)
    (hV : IsInternal P V) (w : ℂ) :
    comm (hamiltonian P ω V) (kohnMode P B w) = w • kohnMode P B w ↔
      w = upperFreq B ω ∨ w = lowerFreq B ω := by
  obtain ⟨h1, h2⟩ := collective_motion ω h hV
  have hI : I • I • momentum P = -momentum P := by rw [smul_smul, I_mul_I, neg_one_smul]
  -- the failure of the eigenoperator equation is a multiple of the dipole
  have e : comm (hamiltonian P ω V) (kohnMode P B w) - w • kohnMode P B w =
      (I * ((ω : ℂ) ^ 2 - w * (w - B))) • dipole P := by
    rw [kohnMode, comm_add_smul, h1, h2]
    linear_combination (norm := module) (-(w - (B : ℂ))) • hI
  rw [← kohn_roots, ← sub_eq_zero, e]
  constructor
  · intro hA
    -- commuting with one momentum turns the dipole into a nonzero scalar
    obtain ⟨s1, s2, -, -⟩ := totals_shift h
    obtain ⟨j⟩ := ‹Nonempty ι›
    have t : comm (P.px j) (dipole P) = (-I) • (1 : 𝒜) := by
      rw [dipole, comm_add_smul, (s1 j).1, (s2 j).1, zero_smul, smul_zero, add_zero]
    have f := comm_add_smul (P.px j) 0 (dipole P) (I * ((ω : ℂ) ^ 2 - w * (w - B)))
    rw [hA, t, add_zero, smul_smul] at f
    simp only [comm, mul_zero, zero_mul, sub_self, zero_add] at f
    have c := (smul_eq_zero.mp f.symm).resolve_right one_ne_zero
    linear_combination -c - ((ω : ℂ) ^ 2 - w ^ 2 + B * w) * I_sq
  · intro hq
    have c : I * ((ω : ℂ) ^ 2 - w * (w - B)) = 0 := by linear_combination (-I) * hq
    rw [c, zero_smul]
```

The condition on \(V\) matters already for one particle. Take \(V=\tfrac k2(x^2+y^2)\) with \(k>0\), which commutes with \(X\) and \(Y\) but not with \(\Pi_x\) or \(\Pi_y\). It merely stiffens the trap, replacing \(\omega^2\) by \(\omega^2+k\), so the frequencies become \(B/2\pm\sqrt{B^2/4+\omega^2+k}\) and the old ones fail.

## Which transitions the dipole allows

The eigenoperator equation alone does not say which transitions light can drive. For that, let \(m(T)=\langle\psi'|T|\psi\rangle\) be the matrix element between energy eigenstates with energies \(E'\) and \(E\). Letting \(H\) act on the bra or on the ket gives

\[
m(HT)=E'm(T),\qquad m(TH)=Em(T).
\]

The theorem takes a linear functional `m` with these two properties as given; it does not construct the eigenstates. With \(\Delta=E'-E\), the equations of motion become

\[
\Delta\,m(D)=-i\,m(\Pi),\qquad
\Delta\,m(\Pi)=B\,m(\Pi)+i\omega^2m(D).
\]

The first gives \(m(\Pi)=i\Delta\,m(D)\). Inserting this into the second yields

\[
(\Delta^2-B\Delta-\omega^2)\,m(D)=0 .
\]

If \(m(D)\neq0\), then \(\Delta\) is one of the two roots. The proof derives the equations for \(\Delta\,m(D)\) and \(\Delta\,m(\Pi)\) as `e1` and `e2`, combines them, and cancels \(m(D)\).

```lean
/-- Dipole selection rule: let `m` be a linear functional with `m (H * T) = E' * m T` and `m (T * H)
= E * m T` for all `T`, as for matrix elements between energy eigenstates. If `m (X + iY)` is
nonzero, then `E' - E = B/2 ± √(B²/4 + ω²)`. -/
theorem dipole_selection_rule (ω : ℝ) (h : IsMagnetic P B) (hV : IsInternal P V)
    {E E' : ℂ} (m : 𝒜 →ₗ[ℂ] ℂ) (hbra : ∀ T, m (hamiltonian P ω V * T) = E' * m T)
    (hket : ∀ T, m (T * hamiltonian P ω V) = E * m T) (hd : m (dipole P) ≠ 0) :
    E' - E = upperFreq B ω ∨ E' - E = lowerFreq B ω := by
  obtain ⟨h1, h2⟩ := collective_motion ω h hV
  -- a commutator with H multiplies the matrix element by the energy difference
  have br : ∀ T, m (comm (hamiltonian P ω V) T) = (E' - E) * m T := by
    intro T
    rw [comm, map_sub, hbra, hket]
    ring
  have e1 := br (dipole P)
  have e2 := br (momentum P)
  rw [h1, map_smul, smul_eq_mul] at e1
  rw [h2, map_add, map_smul, map_smul, smul_eq_mul, smul_eq_mul] at e2
  apply (kohn_roots B ω _).mp
  apply mul_right_cancel₀ hd
  linear_combination (-(E' - E) + B) * e1 + I * e2 - (ω : ℂ) ^ 2 * m (dipole P) * I_sq

end

end GeneralizedKohn
```

```lean
#print axioms GeneralizedKohn.generalized_kohn
#print axioms GeneralizedKohn.dipole_selection_rule
```

```
'GeneralizedKohn.generalized_kohn' depends on axioms: [propext, Classical.choice, Quot.sound]
'GeneralizedKohn.dipole_selection_rule' depends on axioms: [propext, Classical.choice, Quot.sound]
```

For \(\omega\neq0\) the lower root is negative, so in that transition \(D\) takes the system to a state of lower energy. Absorption at the magnitude of this root belongs to the opposite circular component \(X-iY\); that companion rule follows by taking adjoints, an operation the algebra above does not include.

For a model dot with the Hamiltonian above, that is, an exactly parabolic trap with the same frequency in both directions, equal masses and charges, and an internal interaction, the magnitudes of the two roots offer a check on many-electron calculations: an in-plane dipole transition found at any other frequency signals an error in the calculation, for example from a truncated basis.
